# A linear map can keep one basis orthogonal without preserving all orthogonality

The theorem `one_basis_not_enough` concerns the linear map diag(1, 2) on the state vectors of a two-level system, which need not be normalised. It states that the images of the two standard basis vectors are orthogonal, yet the map does not send every orthogonal pair to an orthogonal pair. The attempt proves the first part by direct computation, and the second by assuming that orthogonality is always preserved and testing the orthogonal pair (1, 1) and (1, −1). Their images (1, 2) and (1, −2) have inner product 1 − 4 = −3, or −3/5 after normalisation, which contradicts the assumption.

Lean 4 with Mathlib refuses this proof:

```lean
import Mathlib

open Matrix
open scoped ComplexOrder

namespace LinearUhlhorn

variable {n : Type*} [Fintype n]

/-- The matrix `A` sends every pair of orthogonal state vectors to a pair of orthogonal
vectors. -/
def PreservesOrthogonality (A : Matrix n n ℂ) : Prop :=
  ∀ x y : n → ℂ, star x ⬝ᵥ y = 0 → star (A *ᵥ x) ⬝ᵥ (A *ᵥ y) = 0

variable [DecidableEq n]

/-- The matrix `diag(1, 2)` keeps the two standard basis vectors orthogonal, but it does not
preserve orthogonality of all pairs. -/
theorem one_basis_not_enough :
    star (!![(1 : ℂ), 0; 0, 2] *ᵥ ![1, 0]) ⬝ᵥ (!![(1 : ℂ), 0; 0, 2] *ᵥ ![0, 1]) = 0 ∧
      ¬ PreservesOrthogonality !![(1 : ℂ), 0; 0, 2] := by
  constructor
  · simp [Matrix.mulVec, dotProduct, Fin.sum_univ_two]
  · intro h
    -- the orthogonal pair (1, 1), (1, -1) acquires overlap 1 - 4
    have h1 := h ![1, 1] ![1, -1] (by simp [dotProduct, Fin.sum_univ_two])
    norm_num [Matrix.mulVec, dotProduct, Fin.sum_univ_two] at h1

end LinearUhlhorn
```

The error:

```
Main.lean:24:2: error: unsolved goals
case right
h : PreservesOrthogonality !![1, 0; 0, 2]
h1 : 1 + -((starRingEnd ℂ) 2 * 2) = 0
⊢ False
```

After these edits no error is left:

```diff
@@ -26,4 +26,7 @@
     have h1 := h ![1, 1] ![1, -1] (by simp [dotProduct, Fin.sum_univ_two])
     norm_num [Matrix.mulVec, dotProduct, Fin.sum_univ_two] at h1
+    have h2 : (starRingEnd ℂ) 2 = 2 := map_ofNat (starRingEnd ℂ) 2
+    rw [h2] at h1
+    norm_num at h1
 
 end LinearUhlhorn
```

Diagnosis. The message says that the second part still has the goal `False` to prove. The `norm_num` call has expanded the matrix products and the inner product, but it leaves `h1` as `1 + -((starRingEnd ℂ) 2 * 2) = 0`. Here `starRingEnd ℂ` is complex conjugation, and its application to the numeral 2 has not been evaluated. The left side is therefore not yet plain arithmetic, and `norm_num` does not reach the contradiction that would close the goal.

The repair supplies the missing step. The new fact `h2` says that the conjugate of 2 is 2, and `map_ofNat` proves it, since conjugation is a ring homomorphism and so fixes such numerals. Rewriting with `h2` turns `h1` into `1 + -(2 * 2) = 0`. The final `norm_num at h1` finds this equation false, as its left side is −3, and so closes the goal.
